# The background m = ⟨v⟩ removes the order-s² variance of a one-field auxiliary factor

## If the shift is only a phase, what noise does it reduce?

Should the noise of an auxiliary-field Monte Carlo factor be judged by its modulus, or by its scatter in the complex plane? I sample $e^{-s^2(v-m)^2/2}$ as the average of $e^{isx(v-m)}$ over a standard normal field $x$, where $v$ is a Hermitian operator and $m$ a real background. The remainder $2mv-m^2$ of $v^2$ is propagated without a field. For a normalised state $\psi$, the background multiplies $\langle\psi,e^{isxv}\psi\rangle$ by $e^{-isxm}$, which has modulus one. How can that lower the noise, and why choose $m=\langle v\rangle$?

## It reduces the scatter of the phase

Samples are added as complex numbers, so the noise here is $\mathrm{Var}(I)=E[|I-E[I]|^2]$, which counts phase fluctuations. For small $s$,
$$I_s=\langle\psi,e^{isx(v-m)}\psi\rangle\approx 1+isx(\langle v\rangle-m),$$
and the shift $m=\langle v\rangle$ cancels the linear term.

For the full calculation, let $v$ have eigenvalues $a_k$, and let $p_k$ be the weights of $\psi$ in the eigenbasis, with $\sum_k p_k=1$. Put $d_k=a_k-m$. Then $I_s=\sum_k p_k e^{isd_kx}$. Since $E[e^{ibx}]=e^{-b^2/2}$ for real $b$, subtracting $|E[I_s]|^2$ from $E[|I_s|^2]$ gives
$$\mathrm{Var}(I_s)=\sum_{j,k}p_jp_k\left[e^{-s^2(d_j-d_k)^2/2}-e^{-s^2(d_j^2+d_k^2)/2}\right].$$

At order $s^2$ the bracket is $d_jd_k$, so the coefficient is
$$\Big(\sum_k p_kd_k\Big)^2=(\langle v\rangle-m)^2.$$
At order $s^4$ the bracket is
$$\frac{(d_j-d_k)^4-(d_j^2+d_k^2)^2}{8}=\frac{d_j^2d_k^2-d_j^3d_k-d_jd_k^3}{2}.$$
At $m=\langle v\rangle$ we have $\sum_k p_kd_k=0$. The cubic terms then sum to zero, which leaves
$$\frac12\Big(\sum_k p_kd_k^2\Big)^2=\frac{(\langle v^2\rangle-\langle v\rangle^2)^2}{2}.$$
This is zero if $\psi$ is an eigenvector of $v$.

In Lean, `v` is a complex matrix over a finite index type, `hv` says that it is Hermitian, and `hψ` that `ψ` is normalised. `auxFactor v ψ m s x` is $I_s(x)$ with the matrix exponential, and `fieldVar` is the variance under `gaussianReal 0 1`, the normal law of mean 0 and variance 1. `expVal` takes the real part of an expectation value, which loses nothing for $v$ and $v^2$. The filter `𝓝[≠] 0` lets $s$ approach zero from both sides without reaching it.

`variance_leading` gives the limit of $\mathrm{Var}(I_s)/s^2$ for every real $m$, and `variance_mean_field` that of $\mathrm{Var}(I_s)/s^4$ at $m=\langle v\rangle$. `leading_noise_vanishes_iff` says that the first limit is zero exactly when $m=\langle v\rangle$.

With $s^2$ proportional to the time step, this describes the short-step noise that mean-field background subtraction removes, for one field and a finite-dimensional state space. In a simulation the overlap is usually taken between a trial state and a different walker state, whereas here the same $\psi$ stands on both sides.

```lean
import Mathlib

open MeasureTheory ProbabilityTheory Filter Topology Matrix

namespace MeanFieldBackground

noncomputable section

local notation "γ" => gaussianReal 0 1

/-- The variance `E[|f - E[f]|²]` of a complex function `f` of a standard normal field. -/
def fieldVar (f : ℝ → ℂ) : ℝ := ∫ x, ‖f x - ∫ y, f y ∂γ‖ ^ 2 ∂γ

variable {n : Type*} [Fintype n]

/-- The real part of the expectation value `⟨ψ, A ψ⟩`. -/
def expVal (ψ : n → ℂ) (A : Matrix n n ℂ) : ℝ := (star ψ ⬝ᵥ (A *ᵥ ψ)).re

/-- The average of the phase `exp(i b x)` over a standard normal field `x` is `exp(-b²/2)`,
and the phase is integrable. -/
theorem gaussian_phase (b : ℝ) :
    Integrable (fun x : ℝ => Complex.exp (b * x * Complex.I)) γ ∧
      ∫ x : ℝ, Complex.exp (b * x * Complex.I) ∂γ = (Real.exp (-b ^ 2 / 2) : ℂ) := by
  constructor
  · refine Integrable.of_bound (Continuous.aestronglyMeasurable (by fun_prop)) 1
      (ae_of_all _ fun x => ?_)
    rw [← Complex.ofReal_mul, Complex.norm_exp_ofReal_mul_I]
  · rw [← charFun_apply_real, charFun_gaussianReal, Complex.ofReal_exp]
    congr 1
    push_cast
    ring

/-- Gaussian average of a combination of three cosines and a constant, which is integrable. -/
theorem gaussian_trig (a b c u w z : ℝ) :
    Integrable (fun x : ℝ => Real.cos (a * x) - u * Real.cos (b * x)
      - w * Real.cos (c * x) + z) γ ∧
    ∫ x : ℝ, (Real.cos (a * x) - u * Real.cos (b * x) - w * Real.cos (c * x) + z) ∂γ
      = Real.exp (-a ^ 2 / 2) - u * Real.exp (-b ^ 2 / 2) - w * Real.exp (-c ^ 2 / 2) + z := by
  have hre : ∀ b x : ℝ, Complex.reCLM (Complex.exp (b * x * Complex.I)) = Real.cos (b * x) := by
    intro b x
    rw [Complex.reCLM_apply, ← Complex.ofReal_mul, Complex.exp_ofReal_mul_I_re]
  have hi : ∀ b : ℝ, Integrable (fun x : ℝ => Real.cos (b * x)) γ := fun b =>
    Integrable.of_bound (Continuous.aestronglyMeasurable (by fun_prop)) 1
      (ae_of_all _ fun x => Real.abs_cos_le_one _)
  have hc : ∀ b : ℝ, ∫ x : ℝ, Real.cos (b * x) ∂γ = Real.exp (-b ^ 2 / 2) := by
    intro b
    have h := Complex.reCLM.integral_comp_comm (gaussian_phase b).1
    rw [(gaussian_phase b).2, Complex.reCLM_apply, Complex.ofReal_re] at h
    simpa only [hre] using h
  have h2 : Integrable (fun x : ℝ => u * Real.cos (b * x)) γ := (hi b).const_mul u
  have h3 : Integrable (fun x : ℝ => w * Real.cos (c * x)) γ := (hi c).const_mul w
  have h12 : Integrable (fun x : ℝ => Real.cos (a * x) - u * Real.cos (b * x)) γ :=
    (hi a).sub h2
  have h123 : Integrable (fun x : ℝ => Real.cos (a * x) - u * Real.cos (b * x)
      - w * Real.cos (c * x)) γ := h12.sub h3
  refine ⟨h123.add (integrable_const z), ?_⟩
  rw [integral_add h123 (integrable_const z), integral_sub h12 h3, integral_sub (hi a) h2,
    integral_const_mul, integral_const_mul, hc, hc, hc, integral_const]
  simp

/-- Exact variance, at any `s`, of a sum of phases `exp(i s dₖ x)` with real weights `pₖ`
over a standard normal field `x`. -/
theorem variance_formula (p d : n → ℝ) (s : ℝ) :
    fieldVar (fun x => ∑ k, (p k : ℂ) * Complex.exp ((s * d k : ℝ) * x * Complex.I)) =
      ∑ j, ∑ k, p j * p k * (Real.exp (-(d j - d k) ^ 2 / 2 * s ^ 2)
        - Real.exp (-(d j ^ 2 + d k ^ 2) / 2 * s ^ 2)) := by
  obtain ⟨g, hg⟩ : ∃ g : n → ℝ, ∀ k, g k = Real.exp (-(s * d k) ^ 2 / 2) :=
    ⟨_, fun _ => rfl⟩
  have hmean : ∫ y : ℝ, ∑ k, (p k : ℂ) * Complex.exp ((s * d k : ℝ) * y * Complex.I) ∂γ
      = ((∑ k, p k * g k : ℝ) : ℂ) := by
    rw [MeasureTheory.integral_finsetSum _ (fun k _ => (gaussian_phase _).1.const_mul _),
      Complex.ofReal_sum]
    refine Finset.sum_congr rfl fun k _ => ?_
    rw [integral_const_mul, (gaussian_phase _).2, Complex.ofReal_mul, hg]
  -- the squared deviation is a double sum of cosines
  have hpt : ∀ x : ℝ, ‖∑ k, (p k : ℂ) * Complex.exp ((s * d k : ℝ) * x * Complex.I)
      - ((∑ k, p k * g k : ℝ) : ℂ)‖ ^ 2 = ∑ j, ∑ k, p j * p k *
        (Real.cos ((s * d j - s * d k) * x) - g k * Real.cos (s * d j * x)
          - g j * Real.cos (s * d k * x) + g j * g k) := by
    intro x
    have h : ∑ k, (p k : ℂ) * Complex.exp ((s * d k : ℝ) * x * Complex.I)
        - ((∑ k, p k * g k : ℝ) : ℂ)
        = ((∑ k, p k * (Real.cos (s * d k * x) - g k) : ℝ) : ℂ)
          + ((∑ k, p k * Real.sin (s * d k * x) : ℝ) : ℂ) * Complex.I := by
      simp only [Complex.ofReal_sum]
      rw [Finset.sum_mul, ← Finset.sum_sub_distrib, ← Finset.sum_add_distrib]
      refine Finset.sum_congr rfl fun k _ => ?_
      rw [Complex.exp_mul_I]
      push_cast
      ring
    rw [h, Complex.sq_norm, Complex.normSq_add_mul_I, sq, sq, Finset.sum_mul_sum,
      Finset.sum_mul_sum, ← Finset.sum_add_distrib]
    refine Finset.sum_congr rfl fun j _ => ?_
    rw [← Finset.sum_add_distrib]
    refine Finset.sum_congr rfl fun k _ => ?_
    rw [sub_mul, Real.cos_sub]
    ring
  simp only [fieldVar, hmean, hpt]
  rw [MeasureTheory.integral_finsetSum _ fun j _ => MeasureTheory.integrable_finsetSum _ fun k _ =>
    (gaussian_trig _ _ _ _ _ _).1.const_mul _]
  refine Finset.sum_congr rfl fun j _ => ?_
  rw [MeasureTheory.integral_finsetSum _ fun k _ => (gaussian_trig _ _ _ _ _ _).1.const_mul _]
  refine Finset.sum_congr rfl fun k _ => ?_
  rw [integral_const_mul, (gaussian_trig _ _ _ _ _ _).2, ← hg, ← hg]
  have h1 : Real.exp (-(s * d j - s * d k) ^ 2 / 2)
      = Real.exp (-(d j - d k) ^ 2 / 2 * s ^ 2) := by
    congr 1
    ring
  have h2 : g j * g k = Real.exp (-(d j ^ 2 + d k ^ 2) / 2 * s ^ 2) := by
    rw [hg, hg, ← Real.exp_add]
    congr 1
    ring
  rw [h1]
  linear_combination (-(p j * p k)) * h2

/-- Second-order expansion of `exp(c s²)` in `s²` as nonzero `s` tends to 0. -/
theorem exp_second_order (c : ℝ) :
    Tendsto (fun s : ℝ => (Real.exp (c * s ^ 2) - 1 - c * s ^ 2) / s ^ 4) (𝓝[≠] 0)
      (𝓝 (c ^ 2 / 2)) := by
  have hlim : ∀ f : ℝ → ℝ, Continuous f → f 0 = 0 → Tendsto f (𝓝[≠] 0) (𝓝 0) := by
    intro f hf h0
    have h := (hf.tendsto 0).mono_left (nhdsWithin_le_nhds (s := {0}ᶜ))
    rwa [h0] at h
  rw [tendsto_iff_norm_sub_tendsto_zero]
  refine squeeze_zero' (Eventually.of_forall fun s => norm_nonneg _) ?_
    (hlim (fun s => |c| ^ 3 * s ^ 2) (by fun_prop) (by simp))
  filter_upwards [(hlim (fun s => |c * s ^ 2|) (by fun_prop) (by simp)).eventually_lt_const
    one_pos, self_mem_nhdsWithin] with s h1 hs
  have hs0 : s ≠ 0 := hs
  have h4 : 0 < s ^ 4 := by positivity
  -- Taylor remainder of the exponential
  have hb := Real.exp_bound h1.le (n := 3) (by norm_num)
  have e : ∑ i ∈ Finset.range 3, (c * s ^ 2) ^ i / (i.factorial : ℝ)
      = 1 + c * s ^ 2 + (c * s ^ 2) ^ 2 / 2 := by
    simp [Finset.sum_range_succ, Nat.factorial]
  rw [e] at hb
  have hq : (Real.exp (c * s ^ 2) - 1 - c * s ^ 2) / s ^ 4 - c ^ 2 / 2
      = (Real.exp (c * s ^ 2) - (1 + c * s ^ 2 + (c * s ^ 2) ^ 2 / 2)) / s ^ 4 := by
    rw [eq_div_iff h4.ne', sub_mul, div_mul_cancel₀ _ h4.ne']
    ring
  rw [hq, Real.norm_eq_abs, abs_div, abs_of_pos h4, div_le_iff₀ h4]
  calc _ ≤ |c * s ^ 2| ^ 3 := hb.trans
        (mul_le_of_le_one_right (by positivity) (by norm_num [Nat.factorial]))
    _ = |c| ^ 3 * s ^ 2 * s ^ 4 := by
        rw [abs_mul, abs_of_nonneg (sq_nonneg s)]
        ring

variable [DecidableEq n]

/-- The factor `⟨ψ, exp(i s x (v - m)) ψ⟩` for field value `x`, coupling `s` and background `m`. -/
def auxFactor (v : Matrix n n ℂ) (ψ : n → ℂ) (m s x : ℝ) : ℂ :=
  star ψ ⬝ᵥ (NormedSpace.exp ((Complex.I * s * x) • (v - (m : ℂ) • (1 : Matrix n n ℂ))) *ᵥ ψ)

/-- For Hermitian `v` and a unit vector `ψ`, the factor is a weighted sum of phases `exp(i s dₖ x)`,
where the `dₖ` have weighted first and second moments `⟨v⟩ - m` and `⟨v²⟩ - 2m⟨v⟩ + m²`. -/
theorem shifted_spectrum {v : Matrix n n ℂ} (hv : v.IsHermitian) {ψ : n → ℂ}
    (hψ : star ψ ⬝ᵥ ψ = 1) (m : ℝ) : ∃ p d : n → ℝ,
      ∑ k, p k * d k = expVal ψ v - m ∧
      ∑ k, p k * d k ^ 2 = expVal ψ (v * v) - 2 * m * expVal ψ v + m ^ 2 ∧
      ∀ s x : ℝ, auxFactor v ψ m s x =
        ∑ k, (p k : ℂ) * Complex.exp ((s * d k : ℝ) * x * Complex.I) := by
  obtain ⟨U, a, hU, hD⟩ : ∃ (U : Matrix n n ℂ) (a : n → ℝ), U * Uᴴ = 1 ∧
      v = U * diagonal (fun k => (a k : ℂ)) * Uᴴ := by
    refine ⟨hv.eigenvectorUnitary, hv.eigenvalues,
      Matrix.mem_unitaryGroup_iff.mp hv.eigenvectorUnitary.2, ?_⟩
    have h := hv.spectral_theorem
    rw [Unitary.conjStarAlgAut_apply] at h
    exact h
  have hU' : Uᴴ * U = 1 := mul_eq_one_comm.mp hU
  obtain ⟨p, hp⟩ : ∃ p : n → ℝ, ∀ k, p k = Complex.normSq ((Uᴴ *ᵥ ψ) k) := ⟨_, fun _ => rfl⟩
  -- expectation values are averages over the spectrum
  have key : ∀ e : n → ℂ, star ψ ⬝ᵥ ((U * diagonal e * Uᴴ) *ᵥ ψ) = ∑ k, (p k : ℂ) * e k := by
    intro e
    have h : star ψ ᵥ* U = star (Uᴴ *ᵥ ψ) := by
      rw [Matrix.star_mulVec, Matrix.conjTranspose_conjTranspose]
    rw [← Matrix.mulVec_mulVec, ← Matrix.mulVec_mulVec, Matrix.dotProduct_mulVec, h]
    simp only [dotProduct, Matrix.mulVec_diagonal, Pi.star_apply]
    refine Finset.sum_congr rfl fun k _ => ?_
    rw [hp, Complex.normSq_eq_conj_mul_self, Complex.star_def]
    ring
  have keyR : ∀ e : n → ℝ, expVal ψ (U * diagonal (fun k => (e k : ℂ)) * Uᴴ)
      = ∑ k, p k * e k := by
    intro e
    rw [expVal, key, Complex.re_sum]
    exact Finset.sum_congr rfl fun k _ => by rw [← Complex.ofReal_mul, Complex.ofReal_re]
  have h0 : ∑ k, p k = 1 := by
    have h := key (fun _ => 1)
    rw [Matrix.diagonal_one, mul_one, hU, Matrix.one_mulVec, hψ] at h
    simp only [mul_one] at h
    exact_mod_cast h.symm
  have h1 : expVal ψ v = ∑ k, p k * a k := by rw [hD, keyR]
  have hvv : v * v = U * diagonal (fun k => ((a k * a k : ℝ) : ℂ)) * Uᴴ := by
    calc v * v = U * diagonal (fun k => (a k : ℂ)) * (Uᴴ * U)
          * diagonal (fun k => (a k : ℂ)) * Uᴴ := by
          rw [hD]
          simp only [Matrix.mul_assoc]
      _ = U * (diagonal (fun k => (a k : ℂ)) * diagonal (fun k => (a k : ℂ))) * Uᴴ := by
          rw [hU', mul_one]
          simp only [Matrix.mul_assoc]
      _ = _ := by simp only [Matrix.diagonal_mul_diagonal, Complex.ofReal_mul]
  have h2 : expVal ψ (v * v) = ∑ k, p k * (a k * a k) := by rw [hvv, keyR]
  refine ⟨p, fun k => a k - m, ?_, ?_, fun s x => ?_⟩
  · calc _ = ∑ k, p k * a k - m * ∑ k, p k := by
          rw [Finset.mul_sum, ← Finset.sum_sub_distrib]
          exact Finset.sum_congr rfl fun k _ => by ring
      _ = _ := by rw [h0, h1, mul_one]
  · calc _ = ∑ k, p k * (a k * a k) - 2 * m * ∑ k, p k * a k + m ^ 2 * ∑ k, p k := by
          rw [Finset.mul_sum, Finset.mul_sum, ← Finset.sum_sub_distrib,
            ← Finset.sum_add_distrib]
          exact Finset.sum_congr rfl fun k _ => by ring
      _ = _ := by rw [h0, h1, h2, mul_one]
  · -- exponentiate in the eigenbasis
    have hd : diagonal (fun k => ((s * (a k - m) : ℝ) : ℂ) * x * Complex.I)
        = (Complex.I * s * x) • (diagonal (fun k => (a k : ℂ))
          - (m : ℂ) • (1 : Matrix n n ℂ)) := by
      ext i j
      by_cases h : i = j
      · subst h
        simp
        ring
      · simp [h]
    have hA : (Complex.I * s * x) • (v - (m : ℂ) • (1 : Matrix n n ℂ))
        = U * diagonal (fun k => ((s * (a k - m) : ℝ) : ℂ) * x * Complex.I) * Uᴴ := by
      rw [hd, Matrix.mul_smul, Matrix.smul_mul, Matrix.mul_sub, Matrix.sub_mul, ← hD,
        Matrix.mul_smul, Matrix.smul_mul, mul_one, hU]
    have hexp : ∀ e : n → ℂ, NormedSpace.exp (U * diagonal e * Uᴴ)
        = U * diagonal (fun k => Complex.exp (e k)) * Uᴴ := by
      intro e
      have he : NormedSpace.exp e = fun k => Complex.exp (e k) := by
        funext k
        rw [Pi.coe_exp, Complex.exp_eq_exp_ℂ]
      rw [← Matrix.inv_eq_right_inv hU, Matrix.exp_conj _ _ ⟨⟨U, Uᴴ, hU, hU'⟩, rfl⟩,
        Matrix.exp_diagonal, he]
    rw [auxFactor, hA, hexp, key]

/-- For Hermitian `v`, a unit vector `ψ` and any real background `m`, the variance of the factor
divided by `s²` tends to `(⟨v⟩ - m)²` as nonzero `s` tends to 0. -/
theorem variance_leading {v : Matrix n n ℂ} (hv : v.IsHermitian) {ψ : n → ℂ}
    (hψ : star ψ ⬝ᵥ ψ = 1) (m : ℝ) :
    Tendsto (fun s : ℝ => fieldVar (auxFactor v ψ m s) / s ^ 2) (𝓝[≠] 0)
      (𝓝 ((expVal ψ v - m) ^ 2)) := by
  obtain ⟨p, d, h1, -, hI⟩ := shifted_spectrum hv hψ m
  have hexp : ∀ c : ℝ, Tendsto (fun s : ℝ => (Real.exp (c * s ^ 2) - 1) / s ^ 2)
      (𝓝[≠] 0) (𝓝 c) := by
    intro c
    have hs : Tendsto (fun s : ℝ => s ^ 2) (𝓝[≠] 0) (𝓝 (0 ^ 2)) :=
      ((continuous_pow 2).tendsto 0).mono_left nhdsWithin_le_nhds
    have h := (hs.mul (exp_second_order c)).const_add c
    have hz : c + 0 ^ 2 * (c ^ 2 / 2) = c := by ring
    rw [hz] at h
    refine h.congr' ?_
    filter_upwards [self_mem_nhdsWithin] with s hs
    have hs0 : s ≠ 0 := hs
    field_simp
    ring
  have hfun : (fun s : ℝ => fieldVar (auxFactor v ψ m s) / s ^ 2) = fun s : ℝ =>
      ∑ j, ∑ k, p j * p k * ((Real.exp (-(d j - d k) ^ 2 / 2 * s ^ 2) - 1) / s ^ 2
        - (Real.exp (-(d j ^ 2 + d k ^ 2) / 2 * s ^ 2) - 1) / s ^ 2) := by
    funext s
    rw [funext (hI s), variance_formula]
    simp only [Finset.sum_div]
    exact Finset.sum_congr rfl fun j _ => Finset.sum_congr rfl fun k _ => by ring
  have hval : (expVal ψ v - m) ^ 2 = ∑ j, ∑ k, p j * p k *
      (-(d j - d k) ^ 2 / 2 - -(d j ^ 2 + d k ^ 2) / 2) := by
    rw [← h1, sq, Finset.sum_mul_sum]
    exact Finset.sum_congr rfl fun j _ => Finset.sum_congr rfl fun k _ => by ring
  rw [hfun, hval]
  exact tendsto_finsetSum _ fun j _ => tendsto_finsetSum _ fun k _ =>
    ((hexp _).sub (hexp _)).const_mul _

/-- For Hermitian `v` and a unit vector `ψ`, with the background set to `⟨v⟩`, the variance of the
factor divided by `s⁴` tends to `(⟨v²⟩ - ⟨v⟩²)²/2` as nonzero `s` tends to 0. -/
theorem variance_mean_field {v : Matrix n n ℂ} (hv : v.IsHermitian) {ψ : n → ℂ}
    (hψ : star ψ ⬝ᵥ ψ = 1) :
    Tendsto (fun s : ℝ => fieldVar (auxFactor v ψ (expVal ψ v) s) / s ^ 4) (𝓝[≠] 0)
      (𝓝 ((expVal ψ (v * v) - expVal ψ v ^ 2) ^ 2 / 2)) := by
  obtain ⟨p, d, h1, h2, hI⟩ := shifted_spectrum hv hψ (expVal ψ v)
  rw [sub_self] at h1
  have hz : ∑ j, ∑ k, p j * d j * (p k * d k) = 0 := by
    rw [← Finset.sum_mul_sum, h1, zero_mul]
  -- the first-order terms cancel because the shifted levels average to zero
  have hfun : (fun s : ℝ => fieldVar (auxFactor v ψ (expVal ψ v) s) / s ^ 4) = fun s : ℝ =>
      ∑ j, ∑ k, p j * p k *
        ((Real.exp (-(d j - d k) ^ 2 / 2 * s ^ 2) - 1 - -(d j - d k) ^ 2 / 2 * s ^ 2) / s ^ 4
        - (Real.exp (-(d j ^ 2 + d k ^ 2) / 2 * s ^ 2) - 1
          - -(d j ^ 2 + d k ^ 2) / 2 * s ^ 2) / s ^ 4) := by
    funext s
    rw [funext (hI s), variance_formula,
      ← sub_zero ((∑ j, ∑ k, _ : ℝ) / s ^ 4), ← zero_mul (s ^ 2 / s ^ 4), ← hz]
    simp only [Finset.sum_div, Finset.sum_mul, ← Finset.sum_sub_distrib]
    exact Finset.sum_congr rfl fun j _ => Finset.sum_congr rfl fun k _ => by ring
  have hval : ∑ j, ∑ k, p j * p k *
      ((-(d j - d k) ^ 2 / 2) ^ 2 / 2 - (-(d j ^ 2 + d k ^ 2) / 2) ^ 2 / 2)
      = (expVal ψ (v * v) - expVal ψ v ^ 2) ^ 2 / 2 := by
    calc _ = (∑ k, p k * d k ^ 2) * (∑ k, p k * d k ^ 2) / 2
          - (∑ k, p k * d k ^ 3) * (∑ k, p k * d k) / 2
          - (∑ k, p k * d k) * (∑ k, p k * d k ^ 3) / 2 := by
          simp only [Finset.sum_mul_sum, Finset.sum_div, ← Finset.sum_sub_distrib]
          exact Finset.sum_congr rfl fun j _ => Finset.sum_congr rfl fun k _ => by ring
      _ = _ := by
          rw [h1, h2]
          ring
  rw [hfun, ← hval]
  exact tendsto_finsetSum _ fun j _ => tendsto_finsetSum _ fun k _ =>
    ((exp_second_order _).sub (exp_second_order _)).const_mul _

/-- For Hermitian `v` and a unit vector `ψ`, the variance divided by `s²` tends to zero as nonzero
`s` tends to 0 exactly when the background `m` equals `⟨v⟩`. -/
theorem leading_noise_vanishes_iff {v : Matrix n n ℂ} (hv : v.IsHermitian) {ψ : n → ℂ}
    (hψ : star ψ ⬝ᵥ ψ = 1) (m : ℝ) :
    Tendsto (fun s : ℝ => fieldVar (auxFactor v ψ m s) / s ^ 2) (𝓝[≠] 0) (𝓝 0) ↔
      m = expVal ψ v := by
  have h := variance_leading hv hψ m
  constructor
  · intro h0
    have hsq := tendsto_nhds_unique h h0
    have hlin : expVal ψ v - m = 0 := pow_eq_zero_iff (two_ne_zero) |>.mp hsq
    linarith
  · intro hm
    have hsq : (expVal ψ v - m) ^ 2 = 0 := by rw [hm]; ring
    rwa [hsq] at h

end

end MeanFieldBackground
```

```lean
#print axioms MeanFieldBackground.variance_mean_field
-- 'MeanFieldBackground.variance_mean_field' depends on axioms: [propext, Classical.choice, Quot.sound]
#print axioms MeanFieldBackground.leading_noise_vanishes_iff
-- 'MeanFieldBackground.leading_noise_vanishes_iff' depends on axioms: [propext, Classical.choice, Quot.sound]
```

`shifted_spectrum` diagonalises $v$, carries the exponential into the eigenbasis and supplies the weights, the shifted levels and their two moments. `gaussian_phase` obtains the phase average from the Gaussian characteristic function. `variance_formula` expands the squared deviation into a double sum of cosines, which `gaussian_trig` integrates term by term.

`exp_second_order` controls the expansion: for small $s$, the error in the scaled second-order term of $e^{cs^2}$ is at most $|c|^3s^2$. `variance_leading` derives the first-order limit from it and sums over $j,k$. In `variance_mean_field`, the identity `hz` says that the first-order double sum is zero, so it can be subtracted before the termwise limit is taken; `hval` then evaluates the remaining moments. The equivalence follows from `variance_leading` and the uniqueness of limits.
